# A real mean-field ground state on a finite lattice has no amplitudes of opposite sign when all off-diagonal matrix elements are negative

The failing declaration, `IsGroundState.mul_nonneg`, concerns a mean-field condensate on finitely many sites, with energy ⟨x, Hx⟩ + (U/2) ∑ xᵢ⁴ for a real amplitude x and a real contact coupling U of either sign. It states that if `H i j < 0` for every pair of distinct sites, and x minimises this energy among normalised real amplitudes, then xᵢxⱼ ≥ 0 for all i and j. The attempt compares x with |x|, which has the same norm and the same interaction energy. The energy of x minus that of |x| is then a sum of non-negative terms, and a pair of opposite signs would make one of them strictly positive, so that |x| would have lower energy than the minimiser.

This version doesn't compile in Lean 4 with Mathlib:

```lean
import Mathlib

open Matrix

namespace LatticeCondensateSign

noncomputable section

variable {n : Type*} [Fintype n]

/-- Mean-field energy of a real lattice amplitude `x`: hopping and on-site terms `⟨x, Hx⟩`
plus the contact interaction `(U/2) ∑ x(i)^4`. -/
def energy (H : Matrix n n ℝ) (U : ℝ) (x : n → ℝ) : ℝ :=
  x ⬝ᵥ (H *ᵥ x) + U / 2 * ∑ i, x i ^ 4

/-- A ground state is a normalized real amplitude whose energy is minimal among all
normalized real amplitudes. -/
def IsGroundState (H : Matrix n n ℝ) (U : ℝ) (x : n → ℝ) : Prop :=
  ∑ i, x i ^ 2 = 1 ∧ ∀ y : n → ℝ, ∑ i, y i ^ 2 = 1 → energy H U x ≤ energy H U y

/-- The energy difference between `x` and `|x|` is a sum over pairs of sites in which the
interaction does not appear. -/
theorem energy_sub_energy_abs (H : Matrix n n ℝ) (U : ℝ) (x : n → ℝ) :
    energy H U x - energy H U (fun i => |x i|) =
      ∑ i, ∑ j, H i j * (x i * x j - |x i| * |x j|) := by
  have h4 : ∀ i, |x i| ^ 4 = x i ^ 4 := fun i => by
    rw [← abs_pow]
    exact abs_of_nonneg (by positivity)
  simp only [energy, dotProduct, mulVec, h4, Finset.mul_sum]
  rw [add_sub_add_right_eq_sub, ← Finset.sum_sub_distrib]
  refine Finset.sum_congr rfl fun i _ => ?_
  rw [← Finset.sum_sub_distrib]
  exact Finset.sum_congr rfl fun j _ => by ring

/-- With strictly negative off-diagonal entries, no two amplitudes of a ground state have
opposite signs. -/
theorem IsGroundState.mul_nonneg {H : Matrix n n ℝ} {U : ℝ} {x : n → ℝ}
    (hneg : ∀ i j, i ≠ j → H i j < 0) (hx : IsGroundState H U x) (i j : n) :
    0 ≤ x i * x j := by
  have hE := hx.2 (fun i => |x i|) (by simpa only [sq_abs] using hx.1)
  have hid := energy_sub_energy_abs H U x
  have hterm : ∀ a b, 0 ≤ H a b * (x a * x b - |x a| * |x b|) := by
    intro a b
    by_cases hab : a = b
    · subst hab
      rw [abs_mul_abs_self, sub_self, mul_zero]
    · have h1 : x a * x b - |x a| * |x b| ≤ 0 := by
        rw [← abs_mul]
        linarith [le_abs_self (x a * x b)]
      nlinarith [hneg a b hab]
  by_contra h
  have hlt : x i * x j < 0 := not_le.mp h
  have hij : i ≠ j := by
    rintro rfl
    exact h (mul_self_nonneg _)
  -- a pair of opposite signs would make the energy of `|x|` strictly lower
  have hpos : 0 < H i j * (x i * x j - |x i| * |x j|) := by
    apply mul_pos_of_neg_of_neg (hneg i j hij)
    rw [← abs_mul]
    linarith [abs_nonneg (x i * x j)]
  have s1 := Finset.single_le_sum (f := fun b => H i b * (x i * x b - |x i| * |x b|))
    (fun b _ => hterm i b) (Finset.mem_univ j)
  have s2 := Finset.single_le_sum
    (f := fun a => ∑ b, H a b * (x a * x b - |x a| * |x b|))
    (fun a _ => Finset.sum_nonneg fun b _ => hterm a b) (Finset.mem_univ i)
  dsimp only at s1 s2
  linarith

end

end LatticeCondensateSign
```

The compiler's answer:

```
Main.lean:66:2: error: `dsimp` made no progress
```

Fix (accepted with no message):

```diff
@@ -64,5 +64,4 @@
     (f := fun a => ∑ b, H a b * (x a * x b - |x a| * |x b|))
     (fun a _ => Finset.sum_nonneg fun b _ => hterm a b) (Finset.mem_univ i)
-  dsimp only at s1 s2
   linarith
 
```

The error is about a superfluous step and leaves the physical argument untouched. `s1` bounds the term for the pair i, j by the sum over row i, and `s2` bounds that row sum by the full double sum. Both come from `Finset.single_le_sum` with the summand given explicitly as a `fun`. The line `dsimp only at s1 s2` could have served to evaluate those functions at `j` and `i`, had the hypotheses still contained them in applied form. They did not: Lean had already put the arguments in, so `dsimp only` found nothing to change in either hypothesis, and `dsimp` treats that as an error.

The diff deletes the line. `linarith` then uses `s1` and `s2` as they stand, together with `hpos`, `hid` and `hE`, to reach the contradiction.
